# Unitary coupled cluster energies add for two non-interacting fragments with separate generators

The state spaces of two fragments are finite-dimensional, so states are complex vectors, operators are complex matrices, and the product state $u\otimes v$ has components $(u\otimes v)_{(i,j)}=u_i v_j$. A unitary coupled cluster state is $e^{A}u$ with an anti-Hermitian generator $A$ and a reference vector $u$. Two fragments that do not interact have a Hamiltonian of the form $H\otimes 1+1\otimes G$. If the generator is chosen as a sum $A\otimes 1+1\otimes B$ with $A$ and $B$ anti-Hermitian, and the reference is a product of unit vectors, then the energy of the pair is the sum of the fragment energies.

In Lean 4 with Mathlib:

```lean
import Mathlib

open Matrix
open scoped Kronecker

namespace UnitaryCoupledClusterSizeConsistency

noncomputable section

variable {m n : Type*} [Fintype m] [Fintype n]

/-- The product state `u ⊗ v` of two fragments. -/
def prodState {m n : Type*} (u : m → ℂ) (v : n → ℂ) : m × n → ℂ :=
  fun p => u p.1 * v p.2

/-- The operator `A ⊗ 1 + 1 ⊗ B` of two fragments that do not interact. -/
def localSum [DecidableEq m] [DecidableEq n] (A : Matrix m m ℂ) (B : Matrix n n ℂ) :
    Matrix (m × n) (m × n) ℂ :=
  A ⊗ₖ (1 : Matrix n n ℂ) + (1 : Matrix m m ℂ) ⊗ₖ B

/-- The energy of the state `ψ`: the real part of `⟨ψ, H ψ⟩`. -/
def energy {k : Type*} [Fintype k] (H : Matrix k k ℂ) (ψ : k → ℂ) : ℝ :=
  (star ψ ⬝ᵥ (H *ᵥ ψ)).re

/-- The state `exp(A) u` with generator `A` and reference `u`. It is a unitary coupled cluster state
when `A` is anti-Hermitian, which the definition does not require. -/
def uccState {k : Type*} [Fintype k] [DecidableEq k] (A : Matrix k k ℂ) (u : k → ℂ) :
    k → ℂ :=
  NormedSpace.exp A *ᵥ u

/-- For a Hermitian Hamiltonian the expectation value `⟨ψ, H ψ⟩` is real and equals the
energy. -/
theorem expectation_eq_energy (H : Matrix m m ℂ) (hH : Hᴴ = H) (ψ : m → ℂ) :
    star ψ ⬝ᵥ (H *ᵥ ψ) = (energy H ψ : ℂ) := by
  have h : star (star ψ ⬝ᵥ (H *ᵥ ψ)) = star ψ ⬝ᵥ (H *ᵥ ψ) := by
    rw [← Matrix.star_dotProduct, Matrix.star_mulVec, hH, ← Matrix.dotProduct_mulVec]
  exact (Complex.conj_eq_iff_re.mp h).symm

/-- A product operator acts on a product state fragment by fragment. -/
theorem kronecker_mulVec_prodState (A : Matrix m m ℂ) (B : Matrix n n ℂ)
    (u : m → ℂ) (v : n → ℂ) :
    (A ⊗ₖ B) *ᵥ prodState u v = prodState (A *ᵥ u) (B *ᵥ v) := by
  ext ⟨i, j⟩
  simp only [Matrix.mulVec, dotProduct, prodState, Matrix.kroneckerMap_apply,
    Fintype.sum_prod_type, Finset.sum_mul_sum]
  refine Finset.sum_congr rfl fun a _ => Finset.sum_congr rfl fun b _ => ?_
  ring

/-- The inner product of two product states is the product of the fragment inner products. -/
theorem inner_prodState (u x : m → ℂ) (v y : n → ℂ) :
    star (prodState u v) ⬝ᵥ prodState x y = (star u ⬝ᵥ x) * (star v ⬝ᵥ y) := by
  simp only [dotProduct, prodState, Pi.star_apply, star_mul',
    Fintype.sum_prod_type, Finset.sum_mul_sum]
  refine Finset.sum_congr rfl fun a _ => Finset.sum_congr rfl fun b _ => ?_
  ring

variable [DecidableEq m] [DecidableEq n]

/-- An anti-Hermitian generator leaves the squared norm of the reference unchanged. -/
theorem uccState_norm (A : Matrix m m ℂ) (hA : Aᴴ = -A) (u : m → ℂ) :
    star (uccState A u) ⬝ᵥ uccState A u = star u ⬝ᵥ u := by
  have hU : (NormedSpace.exp A)ᴴ * NormedSpace.exp A = 1 := by
    rw [← Matrix.exp_conjTranspose, hA,
      ← Matrix.exp_add_of_commute (-A) A (Commute.neg_left (Commute.refl A)),
      neg_add_cancel, NormedSpace.exp_zero]
  unfold uccState
  rw [Matrix.star_mulVec, ← Matrix.dotProduct_mulVec, Matrix.mulVec_mulVec, hU,
    Matrix.one_mulVec]

/-- The coupled cluster state of two fragments with generator `A ⊗ 1 + 1 ⊗ B` is the product
of the fragment coupled cluster states, for arbitrary generators `A` and `B`. -/
theorem uccState_localSum (A : Matrix m m ℂ) (B : Matrix n n ℂ) (u : m → ℂ) (v : n → ℂ) :
    uccState (localSum A B) (prodState u v) = prodState (uccState A u) (uccState B v) := by
  -- The two embeddings are continuous ring homomorphisms, so they commute with `exp`.
  let f : Matrix m m ℂ →+* Matrix (m × n) (m × n) ℂ :=
    { toFun := fun M => M ⊗ₖ (1 : Matrix n n ℂ)
      map_one' := Matrix.one_kronecker_one
      map_mul' := fun M N => by rw [← Matrix.mul_kronecker_mul, one_mul]
      map_zero' := Matrix.zero_kronecker _
      map_add' := fun M N => Matrix.add_kronecker M N _ }
  let g : Matrix n n ℂ →+* Matrix (m × n) (m × n) ℂ :=
    { toFun := fun M => (1 : Matrix m m ℂ) ⊗ₖ M
      map_one' := Matrix.one_kronecker_one
      map_mul' := fun M N => by rw [← Matrix.mul_kronecker_mul, one_mul]
      map_zero' := Matrix.kronecker_zero _
      map_add' := fun M N => Matrix.kronecker_add _ M N }
  have hf : Continuous f := continuous_matrix fun i j =>
    (continuous_id.matrix_elem i.1 j.1).mul continuous_const
  have hg : Continuous g := continuous_matrix fun i j =>
    continuous_const.mul (continuous_id.matrix_elem i.2 j.2)
  have h1 : NormedSpace.exp A ⊗ₖ (1 : Matrix n n ℂ)
      = NormedSpace.exp (A ⊗ₖ (1 : Matrix n n ℂ)) := by
    open scoped Matrix.Norms.Operator in
    exact NormedSpace.map_exp f hf A
  have h2 : (1 : Matrix m m ℂ) ⊗ₖ NormedSpace.exp B
      = NormedSpace.exp ((1 : Matrix m m ℂ) ⊗ₖ B) := by
    open scoped Matrix.Norms.Operator in
    exact NormedSpace.map_exp g hg B
  -- Generators on different fragments commute, so the exponential splits.
  have hc : Commute (A ⊗ₖ (1 : Matrix n n ℂ)) ((1 : Matrix m m ℂ) ⊗ₖ B) := by
    change _ * _ = _ * _
    simp only [← Matrix.mul_kronecker_mul, one_mul, mul_one]
  unfold uccState localSum
  rw [Matrix.exp_add_of_commute _ _ hc, ← h1, ← h2, ← Matrix.mul_kronecker_mul, mul_one,
    one_mul, kronecker_mulVec_prodState]

/-- Size consistency of unitary coupled cluster: for anti-Hermitian generators and unit
reference vectors, the state of two non-interacting fragments is the product of the fragment
states, it is normalised, and its energy is the sum of the fragment energies. -/
theorem ucc_size_consistent (A H : Matrix m m ℂ) (B G : Matrix n n ℂ)
    (hA : Aᴴ = -A) (hB : Bᴴ = -B) (u : m → ℂ) (v : n → ℂ)
    (hu : star u ⬝ᵥ u = 1) (hv : star v ⬝ᵥ v = 1) :
    uccState (localSum A B) (prodState u v) = prodState (uccState A u) (uccState B v) ∧
    star (uccState (localSum A B) (prodState u v)) ⬝ᵥ
      uccState (localSum A B) (prodState u v) = 1 ∧
    energy (localSum H G) (uccState (localSum A B) (prodState u v))
      = energy H (uccState A u) + energy G (uccState B v) := by
  have nu := (uccState_norm A hA u).trans hu
  have nv := (uccState_norm B hB v).trans hv
  refine ⟨uccState_localSum A B u v, ?_, ?_⟩
  · rw [uccState_localSum, inner_prodState, nu, nv, one_mul]
  · -- Each fragment Hamiltonian sees the other fragment only through its unit norm.
    rw [uccState_localSum]
    unfold energy localSum
    rw [Matrix.add_mulVec, dotProduct_add, kronecker_mulVec_prodState,
      kronecker_mulVec_prodState, inner_prodState, inner_prodState, Matrix.one_mulVec,
      Matrix.one_mulVec, nu, nv, mul_one, one_mul, Complex.add_re]

/-- Let the reference vectors be unit vectors. If the fragment energies attain minima `a` and `b`
over sets `S` and `T` of anti-Hermitian generators, then the minimum for the pair over the
generators `A ⊗ 1 + 1 ⊗ B` with `A` in `S` and `B` in `T` is `a + b`. -/
theorem optimised_ucc_size_consistent (H : Matrix m m ℂ) (G : Matrix n n ℂ)
    (S : Set (Matrix m m ℂ)) (T : Set (Matrix n n ℂ))
    (hS : ∀ A ∈ S, Aᴴ = -A) (hT : ∀ B ∈ T, Bᴴ = -B) (u : m → ℂ) (v : n → ℂ)
    (hu : star u ⬝ᵥ u = 1) (hv : star v ⬝ᵥ v = 1) (a b : ℝ)
    (ha : IsLeast {E | ∃ A ∈ S, E = energy H (uccState A u)} a)
    (hb : IsLeast {E | ∃ B ∈ T, E = energy G (uccState B v)} b) :
    IsLeast {E | ∃ A ∈ S, ∃ B ∈ T,
      E = energy (localSum H G) (uccState (localSum A B) (prodState u v))} (a + b) := by
  constructor
  · obtain ⟨A, hA, rfl⟩ := ha.1
    obtain ⟨B, hB, rfl⟩ := hb.1
    exact ⟨A, hA, B, hB,
      (ucc_size_consistent A H B G (hS A hA) (hT B hB) u v hu hv).2.2.symm⟩
  · rintro E ⟨A, hA, B, hB, rfl⟩
    rw [(ucc_size_consistent A H B G (hS A hA) (hT B hB) u v hu hv).2.2]
    exact add_le_add (ha.2 ⟨A, hA, rfl⟩) (hb.2 ⟨B, hB, rfl⟩)

/-- The linear ansatz `1 + A ⊗ 1 + 1 ⊗ B` differs from the product of the fragment linear
ansätze by the simultaneous excitation `A u ⊗ B v`. -/
theorem linear_ansatz_defect (A : Matrix m m ℂ) (B : Matrix n n ℂ) (u : m → ℂ) (v : n → ℂ) :
    (1 + localSum A B) *ᵥ prodState u v
      = prodState ((1 + A) *ᵥ u) ((1 + B) *ᵥ v) - prodState (A *ᵥ u) (B *ᵥ v) := by
  unfold localSum
  simp only [Matrix.add_mulVec, Matrix.one_mulVec, kronecker_mulVec_prodState]
  ext p
  simp only [prodState, Pi.add_apply, Pi.sub_apply]
  ring

end

end UnitaryCoupledClusterSizeConsistency
```

```lean
#print axioms UnitaryCoupledClusterSizeConsistency.expectation_eq_energy
#print axioms UnitaryCoupledClusterSizeConsistency.ucc_size_consistent
#print axioms UnitaryCoupledClusterSizeConsistency.optimised_ucc_size_consistent
#print axioms UnitaryCoupledClusterSizeConsistency.linear_ansatz_defect
```

```
'UnitaryCoupledClusterSizeConsistency.expectation_eq_energy' depends on axioms: [propext, Classical.choice, Quot.sound]
'UnitaryCoupledClusterSizeConsistency.ucc_size_consistent' depends on axioms: [propext, Classical.choice, Quot.sound]
'UnitaryCoupledClusterSizeConsistency.optimised_ucc_size_consistent' depends on axioms: [propext, Classical.choice, Quot.sound]
'UnitaryCoupledClusterSizeConsistency.linear_ansatz_defect' depends on axioms: [propext, Classical.choice, Quot.sound]
```

## Fragments, generators and energies as matrices and vectors

The types `m` and `n` label the basis states of the two fragments, and the pair is labelled by `m × n`. A vector `u : m → ℂ` is a state of the first fragment, and `prodState u v` is $u\otimes v$. The symbol `⊗ₖ` is the Kronecker product of matrices, `ᴴ` is the conjugate transpose, written $\dagger$ below, and `*ᵥ` applies a matrix to a vector. The inner product is
$$\langle x,y\rangle=\sum_i \overline{x_i}\,y_i ,$$
conjugate-linear in its first argument and written `star x ⬝ᵥ y`.

One definition, `localSum`, serves for both generators and Hamiltonians. For Hamiltonians it says that there is no coupling term between the fragments, as for two molecules at infinite separation. For generators it says that no excitation involves both fragments at once.

The function `energy` returns the real part of $\langle\psi,H\psi\rangle$ and does not divide by $\langle\psi,\psi\rangle$. It is therefore the usual expectation value when $H$ is Hermitian and $\psi$ is normalised. By `expectation_eq_energy`, nothing is lost in taking the real part of a Hermitian expectation value.

The main theorem, `ucc_size_consistent`, takes anti-Hermitian $A$ and $B$ and unit vectors $u$ and $v$. It concludes that

1. the state of the pair is a product, $e^{A\otimes 1+1\otimes B}(u\otimes v)=e^{A}u\otimes e^{B}v$;
2. this state has norm one;
3. its energy under $H\otimes 1+1\otimes G$ is the energy of $e^{A}u$ under $H$ plus the energy of $e^{B}v$ under $G$.

The matrices $H$ and $G$ carry no Hermiticity hypothesis, because real parts add in any case. Hermiticity is what makes the numbers physical energies.

## What the model contains

In electronic structure a generator is usually written $A=T-T^\dagger$, where $T$ is a sum of excitation operators weighted by amplitudes. The only property of the generator $A$ that the theorem uses is $A^\dagger=-A$, so it applies to any truncation of $T$ on each fragment.

For non-interacting fragments with a product reference and separate generators, the energy is additive. This property, called size consistency, is wanted when the energy of a dissociated molecule is compared with the energies of its parts: the ansatz introduces no error that comes merely from treating the parts together.

The two fragments are treated as distinguishable subsystems. Electrons fit this description when the orbitals of the pair form one orthonormal set, each orbital is assigned to one fragment, and the operators of each fragment use only its own orbitals and conserve the parity of its electron number. The Fock space of the pair can then be written as a tensor product in which these operators act on one factor each. That translation is an input to the model.

The theorem `optimised_ucc_size_consistent` concerns variational energies. The generators range over given sets $S$ and $T$ of anti-Hermitian matrices, where $T$ now denotes a set, as in the code. `IsLeast` means that a minimum is attained, which is assumed for each fragment and concluded for the pair. The pair is optimised only over sums $A\otimes 1+1\otimes B$ with $A\in S$ and $B\in T$. A larger pool that also contains excitations across the fragments might reach a lower energy.

## The exponential factorises

Since $(A\otimes 1)^r=A^r\otimes 1$ for every power $r$, the exponential series gives
$$e^{A\otimes 1}=\sum_{r\ge 0}\frac{A^r\otimes 1}{r!}=e^{A}\otimes 1,
\qquad e^{1\otimes B}=1\otimes e^{B}.$$
The embedded generators commute:
$$(A\otimes 1)(1\otimes B)=A\otimes B=(1\otimes B)(A\otimes 1).$$
The exponential of their sum is therefore the product of their exponentials,
$$e^{A\otimes 1+1\otimes B}=(e^{A}\otimes 1)(1\otimes e^{B})=e^{A}\otimes e^{B}.$$
A product operator acts on a product state factor by factor, because
$$\sum_{a,b}A_{ia}B_{jb}\,u_a v_b=\Big(\sum_a A_{ia}u_a\Big)\Big(\sum_b B_{jb}v_b\Big).$$
Applying this with $e^{A}$ and $e^{B}$ in place of $A$ and $B$ gives the product form of the state. Anti-Hermiticity has not been used, so the factorisation holds for arbitrary square matrices, including the pure excitation operators of traditional coupled cluster theory.

In the file, `kronecker_mulVec_prodState` is the double-sum identity and `uccState_localSum` is the factorisation. The latter replaces the term-by-term series argument by a structural one: the maps `f` and `g`, which send $M$ to $M\otimes 1$ and to $1\otimes M$, are continuous ring homomorphisms, and `NormedSpace.map_exp` says that such maps commute with the exponential. The resulting equations are `h1` and `h2`. The commutation relation is `hc`, and `Matrix.exp_add_of_commute` uses it to split the exponential.

## Norms are preserved and energies add

For anti-Hermitian $A$,
$$(e^{A})^\dagger e^{A}=e^{A^\dagger}e^{A}=e^{-A}e^{A}=1,$$
so $\langle e^{A}u,e^{A}u\rangle=\langle u,u\rangle$. This is `uccState_norm`, whose intermediate statement `hU` is the displayed equation.

Inner products of product states factorise:
$$\langle u\otimes v,x\otimes y\rangle=\sum_{a,b}\overline{u_a v_b}\,x_a y_b=\langle u,x\rangle\langle v,y\rangle,$$
which is `inner_prodState`. Write $\psi=e^{A}u$ and $\varphi=e^{B}v$. Both have norm one, hence so does $\psi\otimes\varphi$. For the energy,
$$(H\otimes 1+1\otimes G)(\psi\otimes\varphi)=H\psi\otimes\varphi+\psi\otimes G\varphi,$$
and therefore
$$\langle\psi\otimes\varphi,(H\otimes 1+1\otimes G)(\psi\otimes\varphi)\rangle
=\langle\psi,H\psi\rangle\langle\varphi,\varphi\rangle+\langle\psi,\psi\rangle\langle\varphi,G\varphi\rangle .$$
The two norm factors equal one, and taking real parts gives the sum of the fragment energies. The last part of the proof of `ucc_size_consistent` follows this computation, with `nu` and `nv` supplying the unit norms.

Those norm factors are easily lost when the calculation is carried over to another ansatz. If $e^{A}u$ is replaced by $(1+A)u$ with $A$ anti-Hermitian and $u$ normalised, the cross terms cancel and the squared norm is $1+\langle Au,Au\rangle$. Unnormalised expectation values then need not add, even for an exact product of fragment states. Dividing each one by its squared norm restores additivity for such a product.

## The optimised energies add as well

Let $a$ and $b$ now be the minimal fragment energies over $S$ and $T$. For every $A\in S$ and $B\in T$, the energy of the pair is the sum of a fragment energy that is at least $a$ and one that is at least $b$, so it is at least $a+b$. Choosing the generators that attain $a$ and $b$ gives exactly $a+b$. The proof of `optimised_ucc_size_consistent` has these two halves in the opposite order: it first exhibits the minimising pair, then proves the lower bound with `add_le_add`.

The argument works because the energy of the pair is a sum of one function of $A$ and one function of $B$, and the two generators are chosen independently.

## What a linear ansatz leaves out

Truncating the exponential after its linear term gives
$$(1+A\otimes 1+1\otimes B)(u\otimes v)=u\otimes v+Au\otimes v+u\otimes Bv,$$
whereas the product of the two fragment states is
$$(1+A)u\otimes(1+B)v=u\otimes v+Au\otimes v+u\otimes Bv+Au\otimes Bv.$$
The difference is the simultaneous excitation $Au\otimes Bv$, and `linear_ansatz_defect` states this for arbitrary $A$ and $B$. The proof expands both sides and compares components. The missing term vanishes exactly when $Au=0$ or $Bv=0$.

If $A$ and $B$ each produce double excitations, the missing term is a quadruple excitation of the pair. A configuration interaction expansion truncated at doubles has no room for it, while the exponential generates it from the fragment amplitudes. The theorem compares states and makes no statement about the energy of the linear ansatz.

## Factorisation in circuits and in a dimer test

On a quantum computer with the fragments stored in separate registers, $e^{A}\otimes e^{B}$ means that two circuits run side by side, with no gate between the registers. Many implementations replace $e^{A}$ by a product of exponentials of the individual terms of $A$. If every term acts on one fragment only, the factors belonging to different fragments commute and can be sorted into two groups. The state of the pair is therefore still a product. Its two factors are the states of the separate fragment calculations if those use the same amplitudes and the same order of factors within each fragment.

A program can be tested by running two distant copies of a molecule together and comparing the energy with twice that of a single copy. For the comparison to match the situation described here, each copy should carry the orbitals of the single-molecule calculation, the reference should be the product of the single-copy references, and the generator should consist of the single-copy terms on each copy, with no terms that connect the copies. If the exponential is split into factors, their order on each copy should be the one used for the single molecule. In a simulation free of sampling and hardware noise, a discrepancy beyond the convergence error and the residual interaction then points to a fault in the implementation or to optimisations that stopped at different stationary points.
